# Transverse, orthonormal polarisations of a massive vector particle sum to −η + kk/M²

To sum over the polarisations of a massive vector particle when the polarisation vectors may be complex, one has to decide where conjugation enters. Here the Minkowski product is bilinear, and every conjugate is written out.

In Lean 4 with Mathlib:

```lean
import Mathlib

open ComplexConjugate

namespace MassivePolarisationSum

noncomputable section

variable {n : ℕ}

/-- The diagonal entries of the Minkowski metric: `+1` for time, `-1` for each of the
`n` spatial directions. -/
def sig (μ : Fin (n + 1)) : ℂ := if μ = 0 then 1 else -1

/-- The Minkowski metric `η` in `1 + n` dimensions. -/
def eta (n : ℕ) : Matrix (Fin (n + 1)) (Fin (n + 1)) ℂ := Matrix.diagonal sig

/-- The Minkowski product `a·b` of complex vectors, bilinear, without conjugation. -/
def mdot (a b : Fin (n + 1) → ℂ) : ℂ := ∑ μ, sig μ * a μ * b μ

/-- A real vector regarded as a complex one. -/
def cplx (k : Fin (n + 1) → ℝ) : Fin (n + 1) → ℂ := fun μ => (k μ : ℂ)

/-- The `n` polarisation vectors `e i` are transverse to the momentum `k` and normalised to
`e_i · conj e_j = -δ_ij`. -/
structure IsPolBasis (k : Fin (n + 1) → ℝ) (e : Fin n → Fin (n + 1) → ℂ) : Prop where
  transverse : ∀ i, mdot (e i) (cplx k) = 0
  orthonormal : ∀ i j, mdot (e i) (fun μ => conj (e j μ)) = if i = j then -1 else 0

/-- The matrix whose columns are the momentum and the polarisation vectors. -/
def frame (k : Fin (n + 1) → ℝ) (e : Fin n → Fin (n + 1) → ℂ) :
    Matrix (Fin (n + 1)) (Fin (n + 1)) ℂ :=
  Matrix.of fun μ a => Fin.cons (α := fun _ => Fin (n + 1) → ℂ) (cplx k) e a μ

/-- The matrix whose rows are the covectors `k_μ / M²` and `-conj (e_i)_μ`, for `M ≠ 0`. -/
def coframe (M : ℝ) (k : Fin (n + 1) → ℝ) (e : Fin n → Fin (n + 1) → ℂ) :
    Matrix (Fin (n + 1)) (Fin (n + 1)) ℂ :=
  Matrix.of fun a μ => Fin.cons (α := fun _ => Fin (n + 1) → ℂ)
    (fun μ => sig μ * cplx k μ / (M : ℂ) ^ 2) (fun i μ => -(sig μ * conj (e i μ))) a μ

/-- The Minkowski product is the product of the time components minus the sum of the products
of the space components. -/
theorem mdot_eq (a b : Fin (n + 1) → ℂ) :
    mdot a b = a 0 * b 0 - ∑ i : Fin n, a i.succ * b i.succ := by
  simp [mdot, sig, Fin.sum_univ_succ, Fin.succ_ne_zero, Finset.sum_neg_distrib, sub_eq_add_neg]

/-- Each diagonal entry of the metric is real and squares to one. -/
theorem sig_real_sq (μ : Fin (n + 1)) : conj (sig μ) = sig μ ∧ sig μ * sig μ = 1 := by
  unfold sig
  split_ifs <;> simp

/-- For `k·k = M²` with `M ≠ 0`, the coframe is a left inverse of the frame exactly when the
polarisation vectors are transverse and orthonormal. -/
theorem coframe_mul_frame_iff {M : ℝ} {k : Fin (n + 1) → ℝ} {e : Fin n → Fin (n + 1) → ℂ}
    (hM : M ≠ 0) (hk : mdot (cplx k) (cplx k) = (M : ℂ) ^ 2) :
    coframe M k e * frame k e = 1 ↔ IsPolBasis k e := by
  have hM2 : (M : ℂ) ^ 2 ≠ 0 := pow_ne_zero 2 (Complex.ofReal_ne_zero.mpr hM)
  -- the entries of the product are Minkowski products
  have h00 : (coframe M k e * frame k e) 0 0 = mdot (cplx k) (cplx k) / (M : ℂ) ^ 2 := by
    simp only [Matrix.mul_apply, coframe, frame, Matrix.of_apply, Fin.cons_zero, mdot,
      Finset.sum_div]
    exact Finset.sum_congr rfl fun μ _ => by ring
  have h0s : ∀ j : Fin n, (coframe M k e * frame k e) 0 j.succ
      = mdot (e j) (cplx k) / (M : ℂ) ^ 2 := by
    intro j
    simp only [Matrix.mul_apply, coframe, frame, Matrix.of_apply, Fin.cons_zero, Fin.cons_succ,
      mdot, Finset.sum_div]
    exact Finset.sum_congr rfl fun μ _ => by ring
  have hs0 : ∀ i : Fin n, (coframe M k e * frame k e) i.succ 0
      = -conj (mdot (e i) (cplx k)) := by
    intro i
    simp only [Matrix.mul_apply, coframe, frame, Matrix.of_apply, Fin.cons_zero, Fin.cons_succ,
      mdot, map_sum, map_mul, (sig_real_sq _).1, cplx, Complex.conj_ofReal,
      ← Finset.sum_neg_distrib]
    exact Finset.sum_congr rfl fun μ _ => by ring
  have hss : ∀ i j : Fin n, (coframe M k e * frame k e) i.succ j.succ
      = -mdot (e j) (fun μ => conj (e i μ)) := by
    intro i j
    simp only [Matrix.mul_apply, coframe, frame, Matrix.of_apply, Fin.cons_succ, mdot,
      ← Finset.sum_neg_distrib]
    exact Finset.sum_congr rfl fun μ _ => by ring
  constructor
  · intro h
    refine ⟨fun i => ?_, fun i j => ?_⟩
    · have t := h0s i
      rw [h, Matrix.one_apply_ne (Fin.succ_ne_zero i).symm] at t
      exact (div_eq_zero_iff.mp t.symm).resolve_right hM2
    · have t := hss j i
      rw [h, Matrix.one_apply] at t
      by_cases c : i = j
      · subst c
        rw [if_pos rfl] at t
        rw [if_pos rfl]
        linear_combination t
      · rw [if_neg (fun q => c (Fin.succ_injective _ q).symm)] at t
        rw [if_neg c]
        linear_combination t
  · intro h
    ext a b
    cases a using Fin.cases with
    | zero =>
      cases b using Fin.cases with
      | zero => rw [h00, hk, div_self hM2, Matrix.one_apply_eq]
      | succ j =>
        rw [h0s, h.transverse, zero_div, Matrix.one_apply_ne (Fin.succ_ne_zero j).symm]
    | succ i =>
      cases b using Fin.cases with
      | zero =>
        rw [hs0, h.transverse, map_zero, neg_zero, Matrix.one_apply_ne (Fin.succ_ne_zero i)]
      | succ j =>
        rw [hss, h.orthonormal, Matrix.one_apply]
        by_cases c : i = j
        · subst c
          simp
        · have c' : ¬ j = i := fun q => c q.symm
          simp [c, c']

/-- The coframe is a right inverse of the frame exactly when the polarisation sum
equals `-η + k k / M²`. -/
theorem frame_mul_coframe_iff (M : ℝ) (k : Fin (n + 1) → ℝ) (e : Fin n → Fin (n + 1) → ℂ) :
    frame k e * coframe M k e = 1 ↔ ∀ μ ν, ∑ i, e i μ * conj (e i ν)
      = -eta n μ ν + (k μ : ℂ) * k ν / (M : ℂ) ^ 2 := by
  have entry : ∀ μ ν, (frame k e * coframe M k e) μ ν
      = sig ν * ((k μ : ℂ) * k ν / (M : ℂ) ^ 2 - ∑ i, e i μ * conj (e i ν)) := by
    intro μ ν
    rw [Matrix.mul_apply, Fin.sum_univ_succ, mul_sub, Finset.mul_sum, sub_eq_add_neg,
      ← Finset.sum_neg_distrib]
    simp only [coframe, frame, Matrix.of_apply, Fin.cons_zero, Fin.cons_succ, cplx]
    refine congrArg₂ (· + ·) (by ring) (Finset.sum_congr rfl fun i _ => by ring)
  have heta : ∀ μ ν, eta n μ ν
      = sig ν * (1 : Matrix (Fin (n + 1)) (Fin (n + 1)) ℂ) μ ν := by
    intro μ ν
    by_cases c : μ = ν
    · subst c
      simp [eta]
    · simp [eta, c]
  constructor
  · intro h μ ν
    have t := entry μ ν
    rw [h] at t
    rw [heta]
    linear_combination sig ν * t + ((k μ : ℂ) * k ν / (M : ℂ) ^ 2
      - ∑ i, e i μ * conj (e i ν)) * (sig_real_sq ν).2
  · intro h
    ext μ ν
    rw [entry, h μ ν, heta]
    linear_combination (1 : Matrix (Fin (n + 1)) (Fin (n + 1)) ℂ) μ ν * (sig_real_sq ν).2

/-- **Polarisation sum of a massive vector particle.** If `k·k = M²` with `M ≠ 0` and the `e_i`
are `n` transverse orthonormal polarisation vectors, then
`∑ e_i^μ conj (e_i^ν) = -η^{μν} + k^μ k^ν / M²`. -/
theorem polarisation_sum {M : ℝ} {k : Fin (n + 1) → ℝ} {e : Fin n → Fin (n + 1) → ℂ}
    (hM : M ≠ 0) (hk : mdot (cplx k) (cplx k) = (M : ℂ) ^ 2) (he : IsPolBasis k e)
    (μ ν : Fin (n + 1)) :
    ∑ i, e i μ * conj (e i ν) = -eta n μ ν + (k μ : ℂ) * k ν / (M : ℂ) ^ 2 :=
  -- a left inverse of a square matrix is also a right inverse
  (frame_mul_coframe_iff M k e).mp
    (mul_eq_one_comm.mp ((coframe_mul_frame_iff hM hk).mpr he)) μ ν

/-- Converse: if `k·k = M²` with `M ≠ 0`, any `n` vectors that reproduce the polarisation sum
are transverse to `k` and orthonormal. -/
theorem isPolBasis_of_sum {M : ℝ} {k : Fin (n + 1) → ℝ} {e : Fin n → Fin (n + 1) → ℂ}
    (hM : M ≠ 0) (hk : mdot (cplx k) (cplx k) = (M : ℂ) ^ 2)
    (h : ∀ μ ν, ∑ i, e i μ * conj (e i ν)
      = -eta n μ ν + (k μ : ℂ) * k ν / (M : ℂ) ^ 2) : IsPolBasis k e :=
  (coframe_mul_frame_iff hM hk).mp
    (mul_eq_one_comm.mp ((frame_mul_coframe_iff M k e).mpr h))

/-- For `k·k = M²`, `M ≠ 0` and transverse orthonormal `e_i`, the squared amplitude `|A·e_i|²`
summed over polarisations is `-A·conj A + |A·k|² / M²`. -/
theorem sum_sq_amplitude {M : ℝ} {k : Fin (n + 1) → ℝ} {e : Fin n → Fin (n + 1) → ℂ}
    (hM : M ≠ 0) (hk : mdot (cplx k) (cplx k) = (M : ℂ) ^ 2) (he : IsPolBasis k e)
    (A : Fin (n + 1) → ℂ) :
    ∑ i, (‖mdot A (e i)‖ : ℂ) ^ 2
      = -mdot A (fun μ => conj (A μ)) + (‖mdot A (cplx k)‖ : ℂ) ^ 2 / (M : ℂ) ^ 2 := by
  -- a squared amplitude is a double contraction
  have ex : ∀ v : Fin (n + 1) → ℂ, (‖mdot A v‖ : ℂ) ^ 2
      = ∑ μ, ∑ ν, sig μ * A μ * (sig ν * conj (A ν)) * (v μ * conj (v ν)) := by
    intro v
    rw [← Complex.mul_conj']
    simp only [mdot, map_sum, map_mul, (sig_real_sq _).1, Finset.sum_mul_sum]
    exact Finset.sum_congr rfl fun μ _ => Finset.sum_congr rfl fun ν _ => by ring
  have diag : ∑ μ, ∑ ν, sig μ * A μ * (sig ν * conj (A ν)) * eta n μ ν
      = mdot A (fun μ => conj (A μ)) := by
    unfold mdot
    refine Finset.sum_congr rfl fun μ _ => ?_
    rw [Finset.sum_eq_single μ]
    · rw [eta, Matrix.diagonal_apply_eq]
      linear_combination sig μ * A μ * conj (A μ) * (sig_real_sq μ).2
    · intro ν _ hν
      rw [eta, Matrix.diagonal_apply_ne _ hν.symm, mul_zero]
    · intro h
      exact absurd (Finset.mem_univ μ) h
  calc ∑ i, (‖mdot A (e i)‖ : ℂ) ^ 2
      = ∑ μ, ∑ ν, sig μ * A μ * (sig ν * conj (A ν)) * ∑ i, e i μ * conj (e i ν) := by
        simp only [ex, Finset.mul_sum]
        rw [Finset.sum_comm]
        exact Finset.sum_congr rfl fun μ _ => Finset.sum_comm
    _ = ∑ μ, ∑ ν, (-(sig μ * A μ * (sig ν * conj (A ν)) * eta n μ ν)
          + sig μ * A μ * (sig ν * conj (A ν)) * (cplx k μ * conj (cplx k ν))
            / (M : ℂ) ^ 2) := by
        refine Finset.sum_congr rfl fun μ _ => Finset.sum_congr rfl fun ν _ => ?_
        rw [polarisation_sum hM hk he]
        simp only [cplx, Complex.conj_ofReal]
        ring
    _ = _ := by
        simp only [Finset.sum_add_distrib, Finset.sum_neg_distrib, ← Finset.sum_div]
        rw [diag, ex (cplx k)]

/-- For a conserved amplitude, `A·k = 0`, the sum over the transverse orthonormal polarisations
of a particle with `k·k = M²`, `M ≠ 0`, is `-A·conj A`. -/
theorem sum_sq_amplitude_conserved {M : ℝ} {k : Fin (n + 1) → ℝ}
    {e : Fin n → Fin (n + 1) → ℂ} (hM : M ≠ 0)
    (hk : mdot (cplx k) (cplx k) = (M : ℂ) ^ 2) (he : IsPolBasis k e)
    (A : Fin (n + 1) → ℂ) (hA : mdot A (cplx k) = 0) :
    ∑ i, (‖mdot A (e i)‖ : ℂ) ^ 2 = -mdot A (fun μ => conj (A μ)) := by
  rw [sum_sq_amplitude hM hk he, hA]
  simp

/-- In `3 + 1` dimensions the momentum `(5,0,0,3)` has `k·k = 4²`, and two elliptical
polarisations and a longitudinal one are transverse to it and orthonormal. -/
theorem isPolBasis_witness :
    mdot (cplx ![5, 0, 0, 3]) (cplx ![5, 0, 0, 3]) = ((4 : ℝ) : ℂ) ^ 2 ∧
    IsPolBasis ![5, 0, 0, 3] ![![0, 3 / 5, 4 / 5 * Complex.I, 0],
      ![0, 4 / 5 * Complex.I, 3 / 5, 0], ![3 / 4, 0, 0, 5 / 4]] := by
  -- numerals are real
  have c3 : conj (3 : ℂ) = 3 := Complex.conj_eq_iff_im.mpr (by simp)
  have c4 : conj (4 : ℂ) = 4 := Complex.conj_eq_iff_im.mpr (by simp)
  have c5 : conj (5 : ℂ) = 5 := Complex.conj_eq_iff_im.mpr (by simp)
  refine ⟨?_, ⟨fun i => ?_, fun i j => ?_⟩⟩
  · simp [mdot_eq, cplx, Fin.sum_univ_succ]
    norm_num
  · fin_cases i <;> simp [mdot_eq, cplx, Fin.sum_univ_succ]
    norm_num
  · fin_cases i <;> fin_cases j <;> simp [mdot_eq, Fin.sum_univ_succ] <;> ring_nf <;>
      norm_num [Complex.I_sq] <;> simp only [c3, c4, c5] <;> ring

end

end MassivePolarisationSum
```

```lean
#print axioms MassivePolarisationSum.polarisation_sum
-- 'MassivePolarisationSum.polarisation_sum' depends on axioms: [propext, Classical.choice, Quot.sound]
#print axioms MassivePolarisationSum.isPolBasis_of_sum
-- 'MassivePolarisationSum.isPolBasis_of_sum' depends on axioms: [propext, Classical.choice, Quot.sound]
#print axioms MassivePolarisationSum.sum_sq_amplitude_conserved
-- 'MassivePolarisationSum.sum_sq_amplitude_conserved' depends on axioms: [propext, Classical.choice, Quot.sound]
```

## Momentum, mass and polarisation vectors

The particle has real momentum k in one time and n spatial dimensions, with c = 1. Its rest mass is |M|, since `hk` states k·k = M² and `hM` states M ≠ 0; the sign of the energy k⁰ is left free. Vectors are functions on `Fin (n + 1)` holding upper components, with index 0 for time. With s_0 = 1 and s_μ = −1 otherwise (`sig`), the product `mdot` is

a·b = Σ_μ s_μ a^μ b^μ,

and `cplx` lets the real k enter it.

The structure `IsPolBasis` collects the conditions on the n vectors e_i, numbered from i = 0:

e_i·k = 0,  e_i·conj(e_j) = −δ_ij.

The field name `orthonormal` therefore means norm −1, as suits spacelike vectors in this signature. The theorem `polarisation_sum` concludes, for all μ and ν,

Σ_i e_i^μ conj(e_i^ν) = −η^{μν} + k^μ k^ν/M².

Conversely, `isPolBasis_of_sum` says that any n vectors with this sum satisfy the conditions, given the same k and M.

Identifying the e_i with the one-particle states of a massive vector field is the step left to physics: transversality is assumed, not derived from a field equation. In QED with a photon mass as infrared regulator, the formula serves for unpolarised emission rates, restricted to free, on-shell photons of nonzero mass.

## Two products of the same matrices

Let F (`frame`) have k as column 0 and e_i as column i+1. Let C (`coframe`) have row 0 equal to s_μ k^μ/M² and row i+1 equal to −s_μ conj(e_i^μ). Since k is real, the entries of CF are

(CF)_{0,0} = k·k/M² = 1

(CF)_{0,j+1} = e_j·k/M²

(CF)_{i+1,0} = −conj(e_i·k)

(CF)_{i+1,j+1} = −e_j·conj(e_i).

So CF = 1 exactly when the polarisation conditions hold. This is `coframe_mul_frame_iff`; its steps `h00`, `h0s`, `hs0` and `hss` are these four lines, and the rest compares them with the identity matrix.

In the other order,

(FC)_{μν} = s_ν [k^μ k^ν/M² − Σ_i e_i^μ conj(e_i^ν)].

Setting this equal to δ_μν and multiplying by s_ν, with s_ν² = 1 from `sig_real_sq`, gives

k^μ k^ν/M² − Σ_i e_i^μ conj(e_i^ν) = s_ν δ_μν = η^{μν},

which is the polarisation sum. The steps can be reversed, and `frame_mul_coframe_iff` records both directions; `linear_combination` performs the multiplication by s_ν.

## From a left inverse to a right inverse

What connects CF = 1 with FC = 1 is Mathlib's `mul_eq_one_comm`. For square matrices, CF = 1 makes F injective as a linear map; in finite dimension it is then also surjective, so C is its two-sided inverse. This replaces a separate argument that k and the e_i span the whole space. The types guarantee squareness: n polarisations and one momentum make n+1 columns of n+1 components.

Transversality matters here. Take n = 1, M = 1, k = (1, 0) and e_0 = (3/4, 5/4). Then k·k = 1 and e_0·conj(e_0) = −1, but e_0·k = 3/4. The time-time component of the sum is 9/16, whereas the formula gives −1 + 1 = 0. The mass-shell condition and normalisation alone do not imply the result.

## Summed squared amplitudes

For a complex vector A, let A·e_i be the amplitude for absorbing a particle of polarisation i. For emission conj(e_i) takes the place of e_i, which leaves the summed result unchanged because the polarisation sum is real. Each squared amplitude is

|A·e_i|² = Σ_{μν} s_μ A^μ s_ν conj(A^ν) e_i^μ conj(e_i^ν).

Summing over i and inserting the polarisation sum gives `sum_sq_amplitude`:

Σ_i |A·e_i|² = −A·conj(A) + |A·k|²/M².

In the proof, `ex` is the double contraction, `Finset.sum_comm` moves the sum over i inside, and `diag` contracts the metric. If A·k = 0, as for coupling to a conserved current, the last term vanishes (`sum_sq_amplitude_conserved`).

Finally, `isPolBasis_witness` checks a moving particle with k = (5, 0, 0, 3) and M = 4, component by component through `mdot_eq`. Its polarisations are two elliptical ones and the longitudinal (3/4, 0, 0, 5/4).
